# The Dudarev penalty at fixed charge is smallest when at most one orbital is fractional

Let $n$ be the occupation matrix of one correlated site in one spin channel, written in an orthonormal set of finitely many orbitals. Its Dudarev energy is

$$E_U(n)=\frac U2\,\mathrm{Re}\,\mathrm{Tr}(n-n^2),$$

where the parameter $U$ stands for the effective on-site interaction, often written $U-J$. For Hermitian $n$ the trace is already real. The eigenvalues $x_i$ of $n$ are the orbital occupations, and the Pauli principle requires $0\le x_i\le 1$. We call $\sum_i x_i(1-x_i)$ the penalty. The total charge is written $\sum_i x_i=M+f$, with $M$ a natural number and $0\le f<1$.

The claim is that

$$\sum_i x_i(1-x_i)\;\ge\; f(1-f),$$

with equality exactly when at most one $x_i$ lies strictly between 0 and 1. For $U\ge 0$ it follows that $E_U(n)\ge \frac U2 f(1-f)$. In a DFT+U calculation that uses this Dudarev energy as its correction, with $U>0$ and such an occupation matrix, the correction therefore cannot vanish while the trace is non-integer; this concerns the correction term alone, not the total energy.

## Merging two charges

For real $t$, let $\{t\}=t-\lfloor t\rfloor$ be its fractional part and set $g(t)=\{t\}(1-\{t\})$. This is the penalty of a single orbital that holds the fractional part of the charge $t$.

Take two charges $s,t$ with fractional parts $a,b$. If $a+b<1$, then $\{s+t\}=a+b$ and

$$g(s+t)=(a+b)(1-a-b)=a(1-a)+b(1-b)-2ab.$$

If $a+b\ge1$, one orbital is filled, $\{s+t\}=a+b-1$, and

$$g(s+t)=(a+b-1)(2-a-b)=a(1-a)+b(1-b)-2(1-a)(1-b).$$

Since $(1-a)(1-b)-ab=1-a-b$, the subtracted product is the smaller of the two in each case:

$$g(s+t)=g(s)+g(t)-2\min\big(ab,(1-a)(1-b)\big).$$

The minimum is never negative, so $g(s+t)\le g(s)+g(t)$. The inequality is strict when $a$ and $b$ are both positive.

Adding one orbital at a time, starting from $g(0)=0$, gives $g(\sum_i x_i)\le\sum_i g(x_i)$. The left side is $g(M+f)=f(1-f)$. On $[0,1]$ we have $g(x)=x(1-x)$, including at $x=1$, where both sides vanish. This proves the bound.

## Which occupations reach the bound

Suppose two different orbitals $i$ and $j$ are strictly fractional. Then

$$f(1-f)\le g(x_i+x_j)+\sum_{k\ne i,j}g(x_k)<\sum_k g(x_k),$$

so equality fails.

Conversely, suppose only orbital $k$ is fractional. The others hold 0 or 1, so $x_k$ differs from $M+f$ by an integer and $g(x_k)=f(1-f)$, which is the whole penalty. If no orbital is fractional, the penalty is zero; the bound and $f(1-f)\ge0$ then force equality.

For matrices, write $n=VDV^\dagger$ with $V$ unitary and $D$ the diagonal matrix of the $x_i$. Then $n-n^2=V(D-D^2)V^\dagger$, and cyclicity of the trace gives $E_U(n)=\frac U2\sum_i x_i(1-x_i)$. Multiplying the bound by $U/2\ge0$ finishes the argument.

## Penalty, energy and a reference configuration in Lean

```lean
import Mathlib

open Finset

namespace DudarevFractionalCharge

noncomputable section
```

The function $g$ is `chargePenalty`, with `Int.fract` as the fractional part.

```lean
/-- The penalty `{t}(1 - {t})` of one orbital holding the fractional part `{t}` of the charge `t`. -/
def chargePenalty (t : ℝ) : ℝ := Int.fract t * (1 - Int.fract t)
```

The energy is defined for every complex square matrix over a finite index type `ι`. Hermiticity enters only as a hypothesis of later theorems.

```lean
/-- The Dudarev energy `(U/2) Re Tr(n - n²)` of an occupation matrix `n`. -/
def dudarevEnergy {ι : Type*} [Fintype ι] (U : ℝ) (n : Matrix ι ι ℂ) : ℝ :=
  U / 2 * (Matrix.trace (n - n * n)).re
```

The next definition lists $M+1$ occupations: first $f$, then $M$ ones.

```lean
/-- Occupations of `M + 1` orbitals: one holds `f` electrons and the other `M` hold one each. -/
def singleFractional (M : ℕ) (f : ℝ) : Fin (M + 1) → ℝ :=
  Fin.cons f (fun _ => 1)
```

## The merging identity and its sum

On $[0,1]$ the penalty is the familiar parabola. The endpoint $x=1$ is treated separately because its fractional part is 0.

```lean
/-- For an occupation between 0 and 1 the charge penalty is `x(1 - x)`. -/
theorem chargePenalty_of_mem {x : ℝ} (h0 : 0 ≤ x) (h1 : x ≤ 1) :
    chargePenalty x = x * (1 - x) := by
  rcases h1.lt_or_eq with h | h
  · rw [chargePenalty, Int.fract_eq_self.mpr ⟨h0, h⟩]
  · subst h
    simp [chargePenalty]
```

The identity for two charges splits on whether the fractional parts add up to less than 1. In each case `Int.fract_eq_iff` identifies the new fractional part by exhibiting the integer that was removed, `nlinarith` decides which product is the minimum, and `ring` does the algebra.

```lean
/-- Merging two charges with fractional parts `a` and `b` lowers the penalty by
exactly `2 min(ab, (1 - a)(1 - b))`. -/
theorem chargePenalty_add (s t : ℝ) :
    chargePenalty (s + t) = chargePenalty s + chargePenalty t
      - 2 * min (Int.fract s * Int.fract t) ((1 - Int.fract s) * (1 - Int.fract t)) := by
  have hs := Int.floor_add_fract s
  have ht := Int.floor_add_fract t
  have hs0 := Int.fract_nonneg s
  have ht0 := Int.fract_nonneg t
  have hs1 := Int.fract_lt_one s
  have ht1 := Int.fract_lt_one t
  rcases lt_or_ge (Int.fract s + Int.fract t) 1 with h | h
  · -- the fractional parts fit into one orbital
    have e : Int.fract (s + t) = Int.fract s + Int.fract t :=
      Int.fract_eq_iff.mpr ⟨by linarith, h, ⌊s⌋ + ⌊t⌋, by push_cast; linarith⟩
    rw [min_eq_left (by nlinarith), chargePenalty, e, chargePenalty, chargePenalty]
    ring
  · -- one orbital is filled and the remainder is left over
    have e : Int.fract (s + t) = Int.fract s + Int.fract t - 1 :=
      Int.fract_eq_iff.mpr
        ⟨by linarith, by linarith, ⌊s⌋ + ⌊t⌋ + 1, by push_cast; linarith⟩
    rw [min_eq_right (by nlinarith), chargePenalty, e, chargePenalty, chargePenalty]
    ring
```

Induction over a finite set of orbitals then gives subadditivity for any real charges. The inductive step discards the non-negative minimum.

```lean
/-- The penalty of a total charge is at most the sum of the penalties of its parts. -/
theorem chargePenalty_sum_le {ι : Type*} (s : Finset ι) (x : ι → ℝ) :
    chargePenalty (∑ i ∈ s, x i) ≤ ∑ i ∈ s, chargePenalty (x i) := by
  classical
  induction s using Finset.induction_on with
  | empty => simp [chargePenalty]
  | insert a s ha ih =>
    rw [Finset.sum_insert ha, Finset.sum_insert ha, chargePenalty_add]
    have h : 0 ≤ min (Int.fract (x a) * Int.fract (∑ i ∈ s, x i))
        ((1 - Int.fract (x a)) * (1 - Int.fract (∑ i ∈ s, x i))) :=
      le_min (mul_nonneg (Int.fract_nonneg _) (Int.fract_nonneg _))
        (mul_nonneg (sub_nonneg.mpr (Int.fract_lt_one _).le)
          (sub_nonneg.mpr (Int.fract_lt_one _).le))
    linarith
```

## The bound and its equality case

The hypotheses `hx` and `hsum` are the Pauli bounds and the fixed total charge. The proof computes the fractional part of $M+f$ and replaces each `chargePenalty (x i)` by $x_i(1-x_i)$.

```lean
/-- Occupations in `[0,1]` with total charge `M + f`, where `0 ≤ f < 1`, satisfy `∑ x(1 - x) ≥ f(1 -
f)`. -/
theorem fractional_charge_bound {ι : Type*} [Fintype ι] (x : ι → ℝ)
    (hx : ∀ i, 0 ≤ x i ∧ x i ≤ 1) (M : ℕ) (f : ℝ) (hf0 : 0 ≤ f) (hf1 : f < 1)
    (hsum : ∑ i, x i = M + f) :
    f * (1 - f) ≤ ∑ i, x i * (1 - x i) := by
  have hfr : Int.fract ((M : ℝ) + f) = f :=
    Int.fract_eq_iff.mpr ⟨hf0, hf1, (M : ℤ), by push_cast; ring⟩
  have h := chargePenalty_sum_le univ x
  rw [hsum, chargePenalty, hfr] at h
  exact h.trans_eq (Finset.sum_congr rfl fun i _ => chargePenalty_of_mem (hx i).1 (hx i).2)
```

In the equality theorem, "at most one fractional orbital" is expressed by saying that any two strictly fractional orbitals $i$ and $j$ coincide. The forward direction splits off two distinct ones with `Finset.add_sum_erase` and obtains a contradiction from the strictly positive minimum `hpos`. The reverse direction needs only an upper bound on the penalty, since the lower one is already known. If some orbital $k$ is fractional, the proof adds the charges $-x_i$ of the other, integer orbitals to $M+f$, which leaves $x_k$; each added charge has zero penalty, so subadditivity gives $g(x_k)\le f(1-f)$. If no orbital is fractional, the penalty is zero and $f(1-f)\ge0$ suffices.

```lean
/-- For occupations in `[0,1]` with total charge `M + f`, where `0 ≤ f < 1`, the penalty `∑ x(1 -
x)` equals `f(1 - f)` exactly when at most one orbital is strictly fractional. -/
theorem fractional_charge_eq_iff {ι : Type*} [Fintype ι] (x : ι → ℝ)
    (hx : ∀ i, 0 ≤ x i ∧ x i ≤ 1) (M : ℕ) (f : ℝ) (hf0 : 0 ≤ f) (hf1 : f < 1)
    (hsum : ∑ i, x i = M + f) :
    ∑ i, x i * (1 - x i) = f * (1 - f) ↔
      ∀ i j, 0 < x i → x i < 1 → 0 < x j → x j < 1 → i = j := by
  classical
  have hfr : Int.fract ((M : ℝ) + f) = f :=
    Int.fract_eq_iff.mpr ⟨hf0, hf1, (M : ℤ), by push_cast; ring⟩
  have hg : chargePenalty ((M : ℝ) + f) = f * (1 - f) := by rw [chargePenalty, hfr]
  have hp : ∀ i, chargePenalty (x i) = x i * (1 - x i) :=
    fun i => chargePenalty_of_mem (hx i).1 (hx i).2
  have hsub : ∀ s t : ℝ, chargePenalty (s + t) ≤ chargePenalty s + chargePenalty t := by
    intro s t
    simpa [Fin.sum_univ_two] using chargePenalty_sum_le univ ![s, t]
  constructor
  · -- merging two fractional orbitals would lower the penalty below the bound
    intro heq i j hi0 hi1 hj0 hj1
    by_contra hij
    have hj : j ∈ univ.erase i := Finset.mem_erase.mpr ⟨Ne.symm hij, mem_univ j⟩
    have e1 := Finset.add_sum_erase univ x (mem_univ i)
    have e2 := Finset.add_sum_erase (univ.erase i) x hj
    have p1 := Finset.add_sum_erase univ (fun k => chargePenalty (x k)) (mem_univ i)
    have p2 := Finset.add_sum_erase (univ.erase i) (fun k => chargePenalty (x k)) hj
    have hrest := chargePenalty_sum_le ((univ.erase i).erase j) x
    have htot := hsub (x i + x j) (∑ k ∈ (univ.erase i).erase j, x k)
    rw [show x i + x j + ∑ k ∈ (univ.erase i).erase j, x k = M + f by linarith, hg] at htot
    have hpair := chargePenalty_add (x i) (x j)
    rw [Int.fract_eq_self.mpr ⟨hi0.le, hi1⟩, Int.fract_eq_self.mpr ⟨hj0.le, hj1⟩] at hpair
    have hpos : 0 < min (x i * x j) ((1 - x i) * (1 - x j)) :=
      lt_min (mul_pos hi0 hj0) (mul_pos (sub_pos.mpr hi1) (sub_pos.mpr hj1))
    have hall : ∑ k, chargePenalty (x k) = f * (1 - f) := by
      rw [← heq]
      exact Finset.sum_congr rfl fun k _ => hp k
    linarith
  · intro h
    refine le_antisymm ?_ (fractional_charge_bound x hx M f hf0 hf1 hsum)
    have hint : ∀ i, ¬ (0 < x i ∧ x i < 1) → x i = 0 ∨ x i = 1 := by
      intro i hi
      rcases (hx i).1.eq_or_lt with h0 | h0
      · exact Or.inl h0.symm
      · exact Or.inr (le_antisymm (hx i).2 (not_lt.mp fun h1 => hi ⟨h0, h1⟩))
    by_cases hk : ∃ k, 0 < x k ∧ x k < 1
    · obtain ⟨k, hk0, hk1⟩ := hk
      have hothers : ∀ i ∈ univ.erase k, x i = 0 ∨ x i = 1 := fun i hi =>
        hint i fun hc => Finset.ne_of_mem_erase hi (h i k hc.1 hc.2 hk0 hk1)
      have hzero : ∑ i ∈ univ.erase k, x i * (1 - x i) = 0 :=
        Finset.sum_eq_zero fun i hi => by rcases hothers i hi with h | h <;> simp [h]
      -- removing the integer orbitals costs no penalty
      have hm : Int.fract (-1 : ℝ) = 0 :=
        Int.fract_eq_iff.mpr ⟨le_rfl, one_pos, -1, by norm_num⟩
      have hneg : ∑ i ∈ univ.erase k, chargePenalty (-x i) = 0 :=
        Finset.sum_eq_zero fun i hi => by
          rcases hothers i hi with h | h
          · simp [h, chargePenalty]
          · rw [h, chargePenalty, hm, zero_mul]
      have hle := chargePenalty_sum_le (univ.erase k) (fun i => -x i)
      have e := Finset.add_sum_erase univ x (mem_univ k)
      have p := Finset.add_sum_erase univ (fun i => x i * (1 - x i)) (mem_univ k)
      have hs := hsub (M + f) (∑ i ∈ univ.erase k, -x i)
      have hxk : (M : ℝ) + f + ∑ i ∈ univ.erase k, -x i = x k := by
        rw [Finset.sum_neg_distrib]
        linarith
      rw [hxk, hp, hg] at hs
      linarith
    · have hzero : ∑ i, x i * (1 - x i) = 0 :=
        Finset.sum_eq_zero fun i _ => by
          rcases hint i (fun hc => hk ⟨i, hc⟩) with h | h <;> simp [h]
      rw [hzero]
      exact mul_nonneg hf0 (sub_nonneg.mpr hf1.le)
```

The reference configuration has the required charge and penalty. Both identities hold for every real $f$, but the entries are physical occupations only for $0\le f\le1$.

```lean
/-- `M` filled orbitals and one of occupation `f` have charge `M + f` and penalty `f(1 - f)`. -/
theorem singleFractional_attains (M : ℕ) (f : ℝ) :
    ∑ i, singleFractional M f i = M + f ∧
      ∑ i, singleFractional M f i * (1 - singleFractional M f i) = f * (1 - f) := by
  constructor
  · rw [Fin.sum_univ_succ]
    simp [singleFractional, add_comm]
  · rw [Fin.sum_univ_succ]
    simp [singleFractional]
```

## Rotating to the eigenvalues

Rotational invariance is proved for an arbitrary matrix `D`, using $V^\dagger V=1$ and the cyclic trace.

```lean
variable {ι : Type*} [Fintype ι] [DecidableEq ι]

/-- The Dudarev energy is unchanged by a unitary rotation of the orbitals. -/
theorem dudarevEnergy_rotate (U : ℝ) (V D : Matrix ι ι ℂ) (hV : star V * V = 1) :
    dudarevEnergy U (V * D * star V) = dudarevEnergy U D := by
  have h : V * D * star V - V * D * star V * (V * D * star V)
      = V * (D - D * D) * star V := by
    calc _ = V * D * star V - V * D * (star V * V) * D * star V := by noncomm_ring
      _ = _ := by rw [hV]; noncomm_ring
  rw [dudarevEnergy, h, Matrix.trace_mul_comm, ← Matrix.mul_assoc, hV, Matrix.one_mul,
    dudarevEnergy]
```

Mathlib's spectral theorem supplies the eigenvector matrix and the real eigenvalues `hn.eigenvalues`. Rotating to the diagonal form turns the trace into a sum over occupations.

```lean
/-- For a Hermitian occupation matrix with eigenvalues `x` the Dudarev energy is
`(U/2) ∑ x(1 - x)`. -/
theorem dudarevEnergy_eq_sum (U : ℝ) (n : Matrix ι ι ℂ) (hn : n.IsHermitian) :
    dudarevEnergy U n = U / 2 * ∑ i, hn.eigenvalues i * (1 - hn.eigenvalues i) := by
  have hV := Matrix.mem_unitaryGroup_iff'.mp hn.eigenvectorUnitary.2
  have hs : n = (hn.eigenvectorUnitary : Matrix ι ι ℂ)
      * Matrix.diagonal (fun i => (hn.eigenvalues i : ℂ))
      * star (hn.eigenvectorUnitary : Matrix ι ι ℂ) := by
    have h := hn.spectral_theorem
    rw [Unitary.conjStarAlgAut_apply] at h
    exact h
  refine (congrArg (dudarevEnergy U) hs).trans ((dudarevEnergy_rotate U _ _ hV).trans ?_)
  rw [dudarevEnergy, Matrix.diagonal_mul_diagonal, Matrix.trace_sub, Matrix.trace_diagonal,
    Matrix.trace_diagonal, ← Finset.sum_sub_distrib, Complex.re_sum]
  congr 1
  refine Finset.sum_congr rfl fun i _ => ?_
  simp only [Complex.sub_re, Complex.mul_re, Complex.ofReal_re, Complex.ofReal_im]
  ring
```

The final theorem combines this formula with the scalar bound, after converting the complex trace condition into a real sum. That the eigenvalues lie in $[0,1]$ is assumed, not derived from a many-electron state; projections onto non-orthogonal orbitals may violate it. The values of $U$ and of the trace are likewise given, not determined self-consistently.

```lean
/-- For `U ≥ 0` and `0 ≤ f < 1`, a Hermitian occupation matrix with eigenvalues in `[0,1]` and trace
`M + f` has Dudarev energy at least `(U/2) f(1 - f)`. -/
theorem dudarevEnergy_lower_bound (U : ℝ) (hU : 0 ≤ U) (n : Matrix ι ι ℂ)
    (hn : n.IsHermitian) (hx : ∀ i, 0 ≤ hn.eigenvalues i ∧ hn.eigenvalues i ≤ 1)
    (M : ℕ) (f : ℝ) (hf0 : 0 ≤ f) (hf1 : f < 1) (htr : n.trace = (M : ℂ) + (f : ℂ)) :
    U / 2 * (f * (1 - f)) ≤ dudarevEnergy U n := by
  have h : ∑ i, (hn.eigenvalues i : ℂ) = (M : ℂ) + (f : ℂ) :=
    hn.trace_eq_sum_eigenvalues.symm.trans htr
  have hsum : ∑ i, hn.eigenvalues i = M + f := by exact_mod_cast h
  rw [dudarevEnergy_eq_sum U n hn]
  exact mul_le_mul_of_nonneg_left
    (fractional_charge_bound hn.eigenvalues hx M f hf0 hf1 hsum) (by linarith)

end

end DudarevFractionalCharge
```

```lean
#print axioms DudarevFractionalCharge.fractional_charge_eq_iff
#print axioms DudarevFractionalCharge.singleFractional_attains
#print axioms DudarevFractionalCharge.dudarevEnergy_lower_bound
```

```
'DudarevFractionalCharge.fractional_charge_eq_iff' depends on axioms: [propext, Classical.choice, Quot.sound]
'DudarevFractionalCharge.singleFractional_attains' depends on axioms: [propext, Classical.choice, Quot.sound]
'DudarevFractionalCharge.dudarevEnergy_lower_bound' depends on axioms: [propext, Classical.choice, Quot.sound]
```
